# An integral solution for the harmonic chain with one displaced atom

Let $u_n(t)$ be the displacement of atom $n\in\mathbb Z$ in an infinite chain of equal atoms joined by equal springs. At $t=0$ atom $0$ is displaced by one unit, all other atoms are at their lattice sites, and everything is at rest. The motion studied here is

$$u_n(t)=\frac1\pi\int_0^\pi\cos(nq)\cos(\omega_q t)\,dq,\qquad \omega_q=w\sin(q/2).$$

Distance along the chain is counted in lattice spacings, so the wavenumber $q$ is dimensionless. Displacements are measured in a separate unit, much smaller than the spacing. The real parameter $w$ is the textbook $\omega_{\max}$ when it is positive. In the code $u_n(t)$ is `response w n t`.

```lean
import Mathlib

open Real MeasureTheory

namespace HarmonicChainResponse

noncomputable section

/-- Displacement of atom `n` at time `t`, written as an integral over phonon wavenumbers `q`
with mode frequencies `w sin (q/2)`. -/
def response (w : ℝ) (n : ℤ) (t : ℝ) : ℝ :=
  (1 / π) * ∫ q in (0 : ℝ)..π, cos (n * q) * cos (w * t * sin (q / 2))
```

The velocity has its own integral, whose relation to $u_n$ has to be proved.

```lean
/-- The wavenumber integral obtained by differentiating each mode of `response` in time. -/
def responseVelocity (w : ℝ) (n : ℤ) (t : ℝ) : ℝ :=
  (1 / π) * ∫ q in (0 : ℝ)..π,
    cos (n * q) * (-(w * sin (q / 2)) * sin (w * t * sin (q / 2)))
```

The equations of motion are stated in first-order form for a displacement family `x` and a velocity family `v`. `HasDerivAt` says that the derivative exists and has the given value. The letter `κ` is spring constant over mass, not the spring constant itself.

```lean
/-- Displacements `x` and velocities `v` obey the equations of motion of an infinite chain with
nearest-neighbour harmonic coupling `κ` (spring constant over mass). -/
def IsChainMotion (κ : ℝ) (x v : ℤ → ℝ → ℝ) : Prop :=
  ∀ n t, HasDerivAt (x n) (v n t) t ∧
    HasDerivAt (v n) (κ * (x (n + 1) t + x (n - 1) t - 2 * x n t)) t
```

## A highest mode frequency allows differentiation under the integral

No phonon in this chain oscillates faster than $|w|$. The time derivative of the integrand is therefore at most $|w|$ in size, and the second derivative at most $w^2$, for all $q$ and $t$. By hand, this justifies

$$u_n'=-\frac1\pi\int_0^\pi\cos(nq)\,\omega_q\sin(\omega_qt)\,dq,\qquad
u_n''=-\frac1\pi\int_0^\pi\cos(nq)\,\omega_q^2\cos(\omega_qt)\,dq.$$

The lemma below takes the bound as hypothesis `hb` and passes it to Mathlib's dominated-differentiation theorem as a constant dominating function.

```lean
/-- A wavenumber integral may be differentiated in time under the integral sign when the
integrand and its time derivative are continuous in `q` and the derivative is uniformly bounded. -/
theorem hasDerivAt_modeIntegral (F F' : ℝ → ℝ → ℝ) (C : ℝ)
    (hF : ∀ s, Continuous (F s)) (hF' : ∀ s, Continuous (F' s))
    (hb : ∀ s q, |F' s q| ≤ C)
    (hd : ∀ s q, HasDerivAt (fun r => F r q) (F' s q) s) (t : ℝ) :
    HasDerivAt (fun s => ∫ q in (0 : ℝ)..π, F s q) (∫ q in (0 : ℝ)..π, F' t q) t :=
  (intervalIntegral.hasDerivAt_integral_of_dominated_loc_of_deriv_le
    (s := Set.univ) (bound := fun _ => C) Filter.univ_mem
    (Filter.Eventually.of_forall fun s => (hF s).aestronglyMeasurable)
    ((hF t).intervalIntegrable _ _) (hF' t).aestronglyMeasurable
    (Filter.Eventually.of_forall fun q _ s _ => (Real.norm_eq_abs _).le.trans (hb s q))
    (continuous_const.intervalIntegrable _ _)
    (Filter.Eventually.of_forall fun q _ s _ => hd s q)).2
```

With no bound at all the lemma would be false. Take $F(s,q)=s^3q^{-2}e^{-s^2/q}$ for $q>0$ and $0$ for $q\le0$. Its integral over $[0,\pi]$ is $s\,e^{-s^2/\pi}$, with slope $1$ at $s=0$, yet $\partial_sF(0,q)=0$ for every $q$.

## Nearest-neighbour coupling turns $\omega_q^2$ into a second difference

Each atom feels only the two springs attached to it. The matching steps by hand are $2\sin^2(q/2)=1-\cos q$ and $2\cos(nq)\cos q=\cos((n+1)q)+\cos((n-1)q)$, which give

$$-\omega_q^2\cos(nq)=\frac{w^2}{4}\bigl[\cos((n+1)q)+\cos((n-1)q)-2\cos(nq)\bigr].$$

Multiplying by $\cos(\omega_qt)/\pi$ and integrating yields

$$u_n''=\frac{w^2}{4}(u_{n+1}+u_{n-1}-2u_n).$$

In the proof, `phase` differentiates $\omega_qt$, and the previous lemma is applied twice, with bounds `|w|` and `|w| ^ 2`. The identity above is `key`: `e1` and `e2` expand the neighbouring cosines, and `hc` is the half-angle formula. The integral is then split into three, which continuity of the integrands permits.

```lean
/-- The response and its velocity satisfy the equations of motion of the chain with
coupling `w² / 4`. -/
theorem response_isChainMotion (w : ℝ) :
    IsChainMotion (w ^ 2 / 4) (response w) (responseVelocity w) := by
  intro n t
  have phase : ∀ s q : ℝ,
      HasDerivAt (fun r => w * r * sin (q / 2)) (w * sin (q / 2)) s := fun s q =>
    (((hasDerivAt_id' s).const_mul w).mul_const (sin (q / 2))).congr_deriv (by ring)
  constructor
  · have h := hasDerivAt_modeIntegral
      (fun s q => cos (n * q) * cos (w * s * sin (q / 2)))
      (fun s q => cos (n * q) * (-(w * sin (q / 2)) * sin (w * s * sin (q / 2)))) |w|
      (fun s => by fun_prop) (fun s => by fun_prop)
      (fun s q => by
        have h1 := abs_cos_le_one (n * q)
        have h2 := abs_sin_le_one (q / 2)
        have h3 := abs_sin_le_one (w * s * sin (q / 2))
        rw [abs_mul, abs_mul, abs_neg, abs_mul]
        calc _ ≤ 1 * (|w| * 1 * 1) := by gcongr
          _ = |w| := by ring)
      (fun s q => ((phase s q).cos.const_mul (cos (n * q))).congr_deriv (by ring)) t
    exact h.const_mul (1 / π)
  · have h := hasDerivAt_modeIntegral
      (fun s q => cos (n * q) * (-(w * sin (q / 2)) * sin (w * s * sin (q / 2))))
      (fun s q => cos (n * q) * (-(w * sin (q / 2)) ^ 2 * cos (w * s * sin (q / 2))))
      (|w| ^ 2) (fun s => by fun_prop) (fun s => by fun_prop)
      (fun s q => by
        have h1 := abs_cos_le_one (n * q)
        have h2 := abs_sin_le_one (q / 2)
        have h3 := abs_cos_le_one (w * s * sin (q / 2))
        rw [abs_mul, abs_mul, abs_neg, abs_pow, abs_mul]
        calc _ ≤ 1 * ((|w| * 1) ^ 2 * 1) := by gcongr
          _ = |w| ^ 2 := by ring)
      (fun s q => (((phase s q).sin.const_mul (-(w * sin (q / 2)))).const_mul
        (cos (n * q))).congr_deriv (by ring)) t
    -- the squared mode frequency acts as the lattice second difference
    have key : ∫ q in (0 : ℝ)..π,
          cos (n * q) * (-(w * sin (q / 2)) ^ 2 * cos (w * t * sin (q / 2))) =
        ∫ q in (0 : ℝ)..π, w ^ 2 / 4 *
          (cos (((n + 1 : ℤ) : ℝ) * q) * cos (w * t * sin (q / 2)) +
            cos (((n - 1 : ℤ) : ℝ) * q) * cos (w * t * sin (q / 2)) -
            2 * (cos (n * q) * cos (w * t * sin (q / 2)))) := by
      refine intervalIntegral.integral_congr fun q _ => ?_
      have e1 : cos (((n + 1 : ℤ) : ℝ) * q) = cos (n * q) * cos q - sin (n * q) * sin q := by
        rw [← cos_add]; congr 1; push_cast; ring
      have e2 : cos (((n - 1 : ℤ) : ℝ) * q) = cos (n * q) * cos q + sin (n * q) * sin q := by
        rw [← cos_sub]; congr 1; push_cast; ring
      have hc : cos q = 1 - 2 * sin (q / 2) ^ 2 := by
        have h2 := cos_two_mul (q / 2)
        rw [show 2 * (q / 2) = q by ring] at h2
        linarith [sin_sq_add_cos_sq (q / 2)]
      rw [e1, e2, hc]
      ring
    rw [intervalIntegral.integral_const_mul, intervalIntegral.integral_sub,
      intervalIntegral.integral_add, intervalIntegral.integral_const_mul] at key
    · refine (h.const_mul (1 / π)).congr_deriv ?_
      rw [key]
      unfold response
      ring
    all_goals exact Continuous.intervalIntegrable (by fun_prop) _ _
```

A second-neighbour spring of any nonzero strength would spoil the solution at once: it would accelerate atom $2$ at $t=0$, whereas here $u_2''(0)=0$.

## Integer site labels isolate atom 0

The lattice sites lie at integer positions, so the label $n$ is an integer. At $t=0$ the second cosine is $1$. For $n=0$ the integral is $\pi$, so $u_0(0)=1$. For $n\ne0$,

$$u_n(0)=\frac1\pi\left[\frac{\sin(nq)}{n}\right]_0^\pi=\frac{\sin(n\pi)}{n\pi}=0.$$

The proof makes the same case split, using the antiderivative $\sin(nq)/n$ and then `sin_int_mul_pi`.

```lean
/-- At time zero atom `0` is displaced by one unit and every other atom is at its lattice site. -/
theorem response_zero (w : ℝ) (n : ℤ) : response w n 0 = if n = 0 then 1 else 0 := by
  unfold response
  simp only [mul_zero, zero_mul, cos_zero, mul_one]
  split_ifs with hn
  · subst hn
    simp [pi_ne_zero]
  · have hn' : (n : ℝ) ≠ 0 := Int.cast_ne_zero.mpr hn
    have h := intervalIntegral.integral_eq_sub_of_hasDerivAt (a := 0) (b := π)
      (f := fun q : ℝ => sin (n * q) / n) (f' := fun q : ℝ => cos (n * q))
      (fun q _ => (((hasDerivAt_id' q).const_mul (n : ℝ)).sin.div_const
        (n : ℝ)).congr_deriv (by field_simp))
      (Continuous.intervalIntegrable (by fun_prop) _ _)
    rw [h]
    simp [sin_int_mul_pi]
```

At $n=1/2$ the same formula would give $2/\pi$, so the zeros do depend on $n$ being an integer.

## A real $w$ keeps every displacement within one unit

For real $w$ the time factor of every mode is the cosine of a real number, so no mode grows. Both cosines are then at most $1$ in size, so

$$|u_n(t)|\le\frac1\pi\int_0^\pi1\,dq=1.$$

The proof bounds the norm of the integral by the length of the interval and multiplies by $1/\pi$.

```lean
/-- No atom is ever displaced by more than the initial unit displacement. -/
theorem abs_response_le_one (w : ℝ) (n : ℤ) (t : ℝ) : |response w n t| ≤ 1 := by
  have h := intervalIntegral.norm_integral_le_of_norm_le_const (a := 0) (b := π) (C := 1)
    (f := fun q : ℝ => cos (n * q) * cos (w * t * sin (q / 2))) (fun q _ => by
      rw [norm_mul]
      exact mul_le_one₀ (abs_cos_le_one _) (abs_nonneg _) (abs_cos_le_one _))
  rw [sub_zero, abs_of_pos pi_pos, one_mul, Real.norm_eq_abs] at h
  unfold response
  rw [abs_mul, abs_of_pos (by positivity : 0 < 1 / π)]
  calc _ ≤ 1 / π * π := by gcongr
    _ = 1 := by field_simp
```

For nonzero imaginary $w$ the time factor would be a hyperbolic cosine, and $u_0$ would grow without limit.

## Release from rest selects the cosine in time

At $t=0$ the velocity integrand contains $\sin 0$, so $u_n'(0)=0$ for every atom; `simp` does this step. The theorem collects the four properties for every real $w$, including $w=0$, where nothing moves.

```lean
/-- The response solves the chain's equations of motion with coupling `w² / 4`, starts at rest
with only atom `0` displaced, by one unit, and stays bounded by one. -/
theorem one_displaced_atom (w : ℝ) :
    IsChainMotion (w ^ 2 / 4) (response w) (responseVelocity w) ∧
    (∀ n, response w n 0 = if n = 0 then 1 else 0) ∧
    (∀ n, responseVelocity w n 0 = 0) ∧
    ∀ n t, |response w n t| ≤ 1 :=
  ⟨response_isChainMotion w, response_zero w, fun n => by simp [responseVelocity],
    abs_response_le_one w⟩
```

An initial kick would need a different integral, with $\sin(\omega_qt)/\omega_q$ in place of the cosine.

The theorem exhibits a motion with these initial data. Identifying it with what the chain does takes a further step, uniqueness among bounded motions. The classical identification $u_n(t)=J_{2n}(wt)$ with a Bessel function is likewise left unproved here.

## Positive mass and non-negative stiffness give Newton's equation

For atoms of mass $m>0$ and springs of constant $K\ge0$, set $w=2\sqrt{K/m}$. Then $w^2/4=K/m$, and multiplying by $m$ gives

$$m\,u_n''=K(u_{n+1}-u_n)-K(u_n-u_{n-1}).$$

The signs of $m$ and $K$ enter in `hw`, where the square root is squared, and $m\neq0$ enters in `hmK`. The equality `h1` replaces the first `deriv` by the velocity integral, so that the second can be evaluated.

```lean
/-- For atoms of mass `m > 0` joined by springs of constant `K ≥ 0`, the response with
`w = 2 √(K/m)` obeys Newton's equation: mass times acceleration is the sum of two spring forces. -/
theorem newton_equation (m K : ℝ) (hm : 0 < m) (hK : 0 ≤ K) (n : ℤ) (t : ℝ) :
    m * deriv (deriv (response (2 * √(K / m)) n)) t =
      K * (response (2 * √(K / m)) (n + 1) t - response (2 * √(K / m)) n t) -
      K * (response (2 * √(K / m)) n t - response (2 * √(K / m)) (n - 1) t) := by
  have hw : (2 * √(K / m)) ^ 2 / 4 = K / m := by
    rw [mul_pow, Real.sq_sqrt (by positivity)]
    ring
  have hmK : m * (K / m) = K := by field_simp
  have h := response_isChainMotion (2 * √(K / m))
  have h1 : deriv (response (2 * √(K / m)) n) = responseVelocity (2 * √(K / m)) n :=
    funext fun s => (h n s).1.deriv
  rw [h1, (h n t).2.deriv, hw]
  linear_combination (response (2 * √(K / m)) (n + 1) t +
    response (2 * √(K / m)) (n - 1) t - 2 * response (2 * √(K / m)) n t) * hmK


end

end HarmonicChainResponse
```

```lean
#print axioms HarmonicChainResponse.one_displaced_atom
-- 'HarmonicChainResponse.one_displaced_atom' depends on axioms: [propext, Classical.choice, Quot.sound]
#print axioms HarmonicChainResponse.newton_equation
-- 'HarmonicChainResponse.newton_equation' depends on axioms: [propext, Classical.choice, Quot.sound]
```

If $m>0$ but $K<0$, or $m=0$ but $K>0$, Lean's conventions for roots and division give $w=0$. The response is then frozen, and at $n=0$, $t=0$ the equation would read $0=-2K$. Physically, negative $K$ with positive $m$ makes the lattice unstable.

## A ring of $N$ atoms and a short-time value

A lattice-dynamics calculation on a periodic ring of $N$ atoms replaces the integral by a sum over the allowed wavenumbers:

$$u_n^{(N)}(t)=\frac1N\sum_{j=0}^{N-1}\cos(nq_j)\cos\bigl(wt\sin(q_j/2)\bigr),\qquad q_j=\frac{2\pi j}{N}.$$

For $w>0$ the fastest wave packets travel $w/2$ sites per unit time, so on a large ring atom $0$ follows the infinite chain closely until about $t=2N/w$, when they have gone round the ring. In the quantum version of this harmonic, nearest-neighbour chain, mean displacements obey the same linear equations.

Take $K=m=1$, so $w=2$, and $t=0.1$. Expand $\cos(\omega_qt)$ to fourth order with $wt=0.2$. The averages over $[0,\pi]$ of $\sin^2(q/2)$ and $\sin^4(q/2)$ are $1/2$ and $3/8$; weighted with $\cos q$, both become $-1/4$. Hence

$$u_0\approx1-\frac{0.04}{2}\cdot\frac12+\frac{0.0016}{24}\cdot\frac38=0.990025,$$

$$u_{\pm1}\approx\frac{0.04}{2}\cdot\frac14-\frac{0.0016}{24}\cdot\frac14\approx0.004983.$$

Atom $0$ has moved back by about one hundredth of a unit, and each neighbour has moved forward by about half as much.
